# An inverse inequality for linear finite elements and a stable leapfrog step

## Choosing the time step

In a leapfrog wave simulation, a time step $\tau>0$ that is too large for the fastest discrete mode lets that mode grow without bound. For the one-dimensional wave equation with unit speed, linear elements and exactly integrated mass terms, $\tau<h/\sqrt3$ suffices to keep the amplitude of every mode of positive eigenvalue bounded, where $h>0$ is a lower bound on the element lengths. In quantum mechanics, the same estimate bounds the kinetic energy of a free particle of mass $M$ in a one-dimensional linear-element basis by $6\hbar^2/(Mh^2)$.

## The bound and its equality case

Let the nodes be $x_0,\dots,x_n$, with $x_{i+1}-x_i\ge h$ for $i<n$, and let $v$ be continuous and affine on each element. Then

$$\int_{x_0}^{x_n}v'^2\,dy\le\frac{12}{h^2}\int_{x_0}^{x_n}v^2\,dy .$$

If $v$ is nonzero at some node, equality holds exactly when every element has length $h$ and $v(x_{i+1})=-v(x_i)$. A single small element therefore lowers the guaranteed time step, although on a nonuniform mesh the bound is not attained by any nonzero $v$.

## One element, then the sum

On an element of length $l$ with nodal values $a,b$, the slope is $(b-a)/l$, so

$$\int v'^2=\frac{(b-a)^2}{l},\qquad
\int v^2=l\int_0^1\big(a+(b-a)t\big)^2dt=\frac{lA}{3},$$

with $A=a^2+ab+b^2=(a+b/2)^2+3b^2/4\ge0$. Since $4A-(b-a)^2=3(a+b)^2$,

$$\frac{12}{h^2}\,\frac{lA}{3}-\frac{(b-a)^2}{l}
=\frac{3(a+b)^2}{l}+\frac{4A(l^2-h^2)}{h^2l}\ge0 .$$

Summing over elements gives the inequality. Equality of the sums forces equality on each element: $b=-a$, and then $a^2(l^2-h^2)=0$. All nodal values thus have the same modulus; if one is nonzero, all are, and every length is $h$.

The smallest case is one element with values $a,-a$ and length $h$: the integrals are $4a^2/h$ and $ha^2/3$, with ratio $12/h^2$ for $a\ne0$. On $2m$ equal elements, the periodic zigzag with nodal values $(-1)^i$ has integrals $8m/h$ and $2mh/3$, so it also attains the bound.

## From eigenvalue to time step

A Galerkin mode $v$ with eigenvalue $\mu$ satisfies $\int v'w'=\mu\int vw$ for all trial functions $w$. Taking $w=v$ and dividing by $\int v^2>0$ gives $\mu\le12/h^2$.

Leapfrog for its amplitude reads $q_{k+2}=(2-s)q_{k+1}-q_k$, with $s=\tau^2\mu$. Substitution shows that

$$E_k=q_{k+1}^2+q_k^2-(2-s)q_{k+1}q_k$$

is conserved: $E_{k+1}=q_{k+1}^2-q_{k+2}q_k=E_k$. Completing the square,

$$E_k=\big(q_{k+1}-(1-\tfrac s2)q_k\big)^2+s\big(1-\tfrac s4\big)q_k^2 .$$

If $\mu>0$, $\tau\ne0$ and $3\tau^2<h^2$, then $0<s<4$ and $q_k^2\le E_0/[s(1-s/4)]$. At $s=4$ the recursion admits $q_k=(-1)^kk$, which grows without bound.

## Lean code

```lean
import Mathlib

open MeasureTheory Finset

namespace LinearElementInverseInequality

noncomputable section

/-- The function `v` is affine on each of the `n` closed elements `[x i, x (i+1)]`;
neighbouring pieces share their nodal value. -/
def IsPiecewiseLinear (x : ℕ → ℝ) (n : ℕ) (v : ℝ → ℝ) : Prop :=
  ∀ i < n, ∃ a b : ℝ, ∀ y ∈ Set.Icc (x i) (x (i + 1)), v y = a + b * y

/-- The gradient energy `∫ v'²` over the mesh. -/
def gradEnergy (x : ℕ → ℝ) (n : ℕ) (v : ℝ → ℝ) : ℝ := ∫ y in x 0..x n, deriv v y ^ 2

/-- The squared norm `∫ v²` over the mesh. -/
def normSq (x : ℕ → ℝ) (n : ℕ) (v : ℝ → ℝ) : ℝ := ∫ y in x 0..x n, v y ^ 2

/-- On one element `[p, q]`, `p < q`, an affine function has integrable `v'²` and `v²`, and
both integrals are given by the two nodal values. -/
theorem element_integrals {p q a b : ℝ} {v : ℝ → ℝ} (hpq : p < q)
    (hv : ∀ y ∈ Set.Icc p q, v y = a + b * y) :
    IntervalIntegrable (fun y => deriv v y ^ 2) volume p q ∧
    IntervalIntegrable (fun y => v y ^ 2) volume p q ∧
    ∫ y in p..q, deriv v y ^ 2 = (v q - v p) ^ 2 / (q - p) ∧
    ∫ y in p..q, v y ^ 2 = (q - p) * (v p ^ 2 + v p * v q + v q ^ 2) / 3 := by
  -- the derivative is the constant slope, except perhaps at the end points
  have hd : (fun _ : ℝ => b ^ 2) =ᵐ[volume.restrict (Set.Ioc p q)]
      fun y => deriv v y ^ 2 := by
    have hne : ∀ᵐ y : ℝ, y ≠ q := by simp [ae_iff]
    change ∀ᵐ y ∂(volume.restrict (Set.Ioc p q)), b ^ 2 = deriv v y ^ 2
    rw [ae_restrict_iff' measurableSet_Ioc]
    filter_upwards [hne] with y hy hmem
    have hev : v =ᶠ[nhds y] fun z => a + b * z := by
      filter_upwards [Icc_mem_nhds hmem.1 (lt_of_le_of_ne hmem.2 hy)] with z hz
      exact hv z hz
    have hder : HasDerivAt (fun z : ℝ => a + b * z) b y := by
      simpa using ((hasDerivAt_id' y).const_mul b).const_add a
    rw [hev.deriv_eq, hder.deriv]
  have heq : Set.EqOn (fun y => v y ^ 2) (fun y => (a + b * y) ^ 2) (Set.uIcc p q) := by
    intro y hy
    rw [Set.uIcc_of_le hpq.le] at hy
    simp only [hv y hy]
  have hF : ∀ y : ℝ, HasDerivAt
      (fun y : ℝ => a ^ 2 * y + a * b * y ^ 2 + b ^ 2 / 3 * y ^ 3) ((a + b * y) ^ 2) y := by
    intro y
    have h1 := (hasDerivAt_id' y).const_mul (a ^ 2)
    have h2 := (hasDerivAt_pow 2 y).const_mul (a * b)
    have h3 := (hasDerivAt_pow 3 y).const_mul (b ^ 2 / 3)
    exact ((h1.fun_add h2).fun_add h3).congr_deriv (by norm_num; ring)
  have hc : Continuous fun y : ℝ => (a + b * y) ^ 2 := by fun_prop
  have hp := hv p ⟨le_rfl, hpq.le⟩
  have hq := hv q ⟨hpq.le, le_rfl⟩
  refine ⟨?_, (hc.continuousOn.congr heq).intervalIntegrable, ?_, ?_⟩
  · rw [intervalIntegrable_iff_integrableOn_Ioc_of_le hpq.le]
    exact Integrable.congr (integrableOn_const (by simp)) hd
  · have h : ∫ y in p..q, deriv v y ^ 2 = ∫ _y in p..q, b ^ 2 := by
      simp only [intervalIntegral.integral_of_le hpq.le]
      exact (integral_congr_ae hd).symm
    rw [h, intervalIntegral.integral_const, smul_eq_mul, hp, hq,
      eq_div_iff (sub_pos.2 hpq).ne']
    ring
  · rw [intervalIntegral.integral_congr heq, intervalIntegral.integral_eq_sub_of_hasDerivAt
      (fun y _ => hF y) (hc.intervalIntegrable p q), hp, hq]
    ring

/-- On a mesh with increasing nodes, the gradient energy and the squared norm of a
piecewise-linear function are sums over elements of expressions in the nodal values. -/
theorem mesh_integrals {x : ℕ → ℝ} {n : ℕ} {v : ℝ → ℝ} (hx : ∀ i < n, x i < x (i + 1))
    (hv : IsPiecewiseLinear x n v) :
    gradEnergy x n v = ∑ i ∈ range n, (v (x (i + 1)) - v (x i)) ^ 2 / (x (i + 1) - x i) ∧
    normSq x n v = ∑ i ∈ range n, (x (i + 1) - x i) *
      (v (x i) ^ 2 + v (x i) * v (x (i + 1)) + v (x (i + 1)) ^ 2) / 3 := by
  have key := fun i (hi : i < n) =>
    element_integrals (hx i hi) (hv i hi).choose_spec.choose_spec
  unfold gradEnergy normSq
  exact ⟨(intervalIntegral.sum_integral_adjacent_intervals fun i hi => (key i hi).1).symm.trans
      (sum_congr rfl fun i hi => (key i (mem_range.1 hi)).2.2.1),
    (intervalIntegral.sum_integral_adjacent_intervals fun i hi => (key i hi).2.1).symm.trans
      (sum_congr rfl fun i hi => (key i (mem_range.1 hi)).2.2.2)⟩

/-- The estimate on one element of length `l ≥ h > 0` with nodal values `a`, `b`. Equality
holds exactly if `b = -a` and, unless `a = 0`, the length is `h`. -/
theorem element_estimate {h l : ℝ} (a b : ℝ) (hh : 0 < h) (hl : h ≤ l) :
    (b - a) ^ 2 / l ≤ 12 / h ^ 2 * (l * (a ^ 2 + a * b + b ^ 2) / 3) ∧
    ((b - a) ^ 2 / l = 12 / h ^ 2 * (l * (a ^ 2 + a * b + b ^ 2) / 3) ↔
      b = -a ∧ (a = 0 ∨ l = h)) := by
  have hl0 : 0 < l := hh.trans_le hl
  -- the defect is a sum of two nonnegative terms
  have key : 12 / h ^ 2 * (l * (a ^ 2 + a * b + b ^ 2) / 3) - (b - a) ^ 2 / l =
      3 * (a + b) ^ 2 / l + 4 * (a ^ 2 + a * b + b ^ 2) * (l ^ 2 - h ^ 2) / (h ^ 2 * l) := by
    field_simp
    ring
  have hA : 0 ≤ a ^ 2 + a * b + b ^ 2 := by
    nlinarith [sq_nonneg (a + b), sq_nonneg a, sq_nonneg b]
  have hD : 0 ≤ l ^ 2 - h ^ 2 := by nlinarith
  have t1 : 0 ≤ 3 * (a + b) ^ 2 / l := by positivity
  have t2 : 0 ≤ 4 * (a ^ 2 + a * b + b ^ 2) * (l ^ 2 - h ^ 2) / (h ^ 2 * l) :=
    div_nonneg (mul_nonneg (mul_nonneg (by norm_num) hA) hD) (by positivity)
  refine ⟨by linarith, fun he => ?_, ?_⟩
  · have e1 := (div_eq_zero_iff.1 (show 3 * (a + b) ^ 2 / l = 0 by linarith)).resolve_right
      hl0.ne'
    have hab : a + b = 0 := pow_eq_zero_iff two_ne_zero |>.1 (by linarith)
    obtain rfl : b = -a := by linarith
    have hhl : h ^ 2 * l ≠ 0 := by positivity
    have e2 := (div_eq_zero_iff.1 (le_antisymm (by linarith) t2)).resolve_right hhl
    have e3 : a ^ 2 * ((l - h) * (l + h)) = 0 := by linear_combination e2 / 4
    refine ⟨rfl, (mul_eq_zero.1 e3).imp (pow_eq_zero_iff two_ne_zero).1 fun e => ?_⟩
    have := (mul_eq_zero.1 e).resolve_right (by linarith)
    linarith
  · rintro ⟨rfl, h0⟩
    have e : a ^ 2 * (l ^ 2 - h ^ 2) = 0 := by rcases h0 with rfl | rfl <;> ring
    have e' : 4 * (a ^ 2 + a * -a + (-a) ^ 2) * (l ^ 2 - h ^ 2) = 0 := by
      linear_combination 4 * e
    rw [e', zero_div, add_neg_cancel] at key
    norm_num at key
    linarith

/-- Inverse inequality: if all elements have length at least `h > 0`, every continuous
piecewise-linear function obeys `∫ v'² ≤ (12/h²) ∫ v²`. -/
theorem inverse_inequality {x : ℕ → ℝ} {n : ℕ} {v : ℝ → ℝ} {h : ℝ} (hh : 0 < h)
    (hx : ∀ i < n, h ≤ x (i + 1) - x i) (hv : IsPiecewiseLinear x n v) :
    gradEnergy x n v ≤ 12 / h ^ 2 * normSq x n v := by
  obtain ⟨h1, h2⟩ := mesh_integrals (fun i hi => by linarith [hx i hi]) hv
  rw [h1, h2, mul_sum]
  exact sum_le_sum fun i hi => (element_estimate _ _ hh (hx i (mem_range.1 hi))).1

/-- For elements of length at least `h > 0` and `v` nonzero at some node, equality holds exactly if
all elements have length `h` and each nodal value is minus the one before it. -/
theorem equality_iff {x : ℕ → ℝ} {n : ℕ} {v : ℝ → ℝ} {h : ℝ} (hh : 0 < h)
    (hx : ∀ i < n, h ≤ x (i + 1) - x i) (hv : IsPiecewiseLinear x n v)
    (hne : ∃ j ≤ n, v (x j) ≠ 0) :
    gradEnergy x n v = 12 / h ^ 2 * normSq x n v ↔
      ∀ i < n, x (i + 1) - x i = h ∧ v (x (i + 1)) = -v (x i) := by
  obtain ⟨h1, h2⟩ := mesh_integrals (fun i hi => by linarith [hx i hi]) hv
  rw [h1, h2, mul_sum, sum_eq_sum_iff_of_le fun i hi =>
    (element_estimate _ _ hh (hx i (mem_range.1 hi))).1]
  constructor
  · intro H
    have H' := fun i (hi : i < n) =>
      (element_estimate _ _ hh (hx i hi)).2.1 (H i (mem_range.2 hi))
    -- all nodal values have the same modulus, so none vanishes
    have hs : ∀ i ≤ n, v (x i) ^ 2 = v (x 0) ^ 2 := by
      intro i
      induction i with
      | zero => intro _; rfl
      | succ i ih => intro hi; rw [(H' i hi).1, neg_sq, ih (by omega)]
    obtain ⟨j, hj, hvj⟩ := hne
    refine fun i hi => ⟨(H' i hi).2.resolve_left fun h0 => hvj ?_, (H' i hi).1⟩
    have hz : v (x j) ^ 2 = 0 := by rw [hs j hj, ← hs i hi.le, h0]; norm_num
    exact (pow_eq_zero_iff two_ne_zero).1 hz
  · intro H i hi
    have := H i (mem_range.1 hi)
    exact (element_estimate _ _ hh (hx i (mem_range.1 hi))).2.2 ⟨this.2, Or.inr this.1⟩

/-- The zigzag function with value `(-1)^i` at the node `i h`, for `h > 0`. -/
def zigzag (h y : ℝ) : ℝ := (-1 : ℝ) ^ ⌊y / h⌋ * (1 - 2 * Int.fract (y / h))

/-- On `2m` elements of equal length `h > 0` the zigzag function is piecewise linear and
periodic, has squared norm `2mh/3`, and attains equality in the inverse inequality. -/
theorem zigzag_attains {h : ℝ} (hh : 0 < h) (m : ℕ) :
    IsPiecewiseLinear (fun i => i * h) (2 * m) (zigzag h) ∧
    Function.Periodic (zigzag h) (2 * m * h) ∧
    normSq (fun i => i * h) (2 * m) (zigzag h) = 2 * m * h / 3 ∧
    gradEnergy (fun i => i * h) (2 * m) (zigzag h) =
      12 / h ^ 2 * normSq (fun i => i * h) (2 * m) (zigzag h) := by
  have node : ∀ i : ℕ, zigzag h (i * h) = (-1) ^ i := by
    intro i
    simp [zigzag, hh.ne']
  have hpl : IsPiecewiseLinear (fun i => i * h) (2 * m) (zigzag h) := by
    intro i _
    refine ⟨(-1) ^ i * (1 + 2 * i), -(2 * (-1) ^ i / h), fun y hy => ?_⟩
    rcases eq_or_lt_of_le hy.2 with e | hlt
    · rw [e, node (i + 1)]
      push_cast
      field_simp
      ring
    · have hf : ⌊y / h⌋ = (i : ℤ) := by
        rw [Int.floor_eq_iff]
        push_cast at hlt ⊢
        exact ⟨(le_div_iff₀ hh).2 hy.1, (div_lt_iff₀ hh).2 hlt⟩
      rw [zigzag, ← Int.self_sub_floor, hf, zpow_natCast, Int.cast_natCast]
      ring
  have hsq : ∀ i : ℕ, ((-1 : ℝ) ^ i) ^ 2 = 1 := fun i => by
    rw [← pow_mul, mul_comm, pow_mul]; norm_num
  have hstep : ∀ i : ℕ, ((i + 1 : ℕ) : ℝ) * h - i * h = h := fun i => by push_cast; ring
  obtain ⟨h1, h2⟩ := mesh_integrals (fun i _ => by linarith [hstep i]) hpl
  have hN : normSq (fun i => i * h) (2 * m) (zigzag h) = 2 * m * h / 3 := by
    rw [h2, sum_congr rfl (g := fun _ => h / 3) fun i _ => ?_]
    · rw [sum_const, card_range, nsmul_eq_mul]
      push_cast
      ring
    · simp only [node, hstep, pow_succ (-1 : ℝ) i]
      linear_combination h / 3 * hsq i
  refine ⟨hpl, fun y => ?_, hN, ?_⟩
  · have e : (y + 2 * m * h) / h = y / h + ((2 * (m : ℤ) : ℤ) : ℝ) := by
      push_cast
      field_simp
    simp only [zigzag]
    rw [e, Int.floor_add_intCast, Int.fract_add_intCast, zpow_add₀ (by norm_num),
      Even.neg_one_zpow (even_two_mul _), mul_one]
  · refine (equality_iff hh (fun i _ => (hstep i).ge) hpl ⟨0, by omega, ?_⟩).2
      fun i _ => ⟨hstep i, ?_⟩
    · simp only [node]; norm_num
    · simp only [node, pow_succ]; ring

/-- A Galerkin mode with eigenvalue `μ` in a trial set `S`: a function `v` in `S` of positive
norm with `∫ v' w' = μ ∫ v w` for every `w` in `S`. -/
def IsMode (x : ℕ → ℝ) (n : ℕ) (S : Set (ℝ → ℝ)) (μ : ℝ) (v : ℝ → ℝ) : Prop :=
  v ∈ S ∧ 0 < normSq x n v ∧ ∀ w ∈ S,
    ∫ y in x 0..x n, deriv v y * deriv w y = μ * ∫ y in x 0..x n, v y * w y

/-- The leapfrog rule with time step `τ` for the amplitude `q` of a mode of eigenvalue `μ`. -/
def IsLeapfrog (τ μ : ℝ) (q : ℕ → ℝ) : Prop :=
  ∀ k, q (k + 2) - 2 * q (k + 1) + q k = -(τ ^ 2 * μ) * q (k + 1)

/-- If all elements have length at least `h > 0`, every Galerkin mode in a set of
piecewise-linear functions has eigenvalue at most `12/h²`. -/
theorem mode_eigenvalue_le {x : ℕ → ℝ} {n : ℕ} {S : Set (ℝ → ℝ)} {v : ℝ → ℝ} {h μ : ℝ}
    (hh : 0 < h) (hx : ∀ i < n, h ≤ x (i + 1) - x i)
    (hS : ∀ w ∈ S, IsPiecewiseLinear x n w) (hm : IsMode x n S μ v) : μ ≤ 12 / h ^ 2 := by
  have e : gradEnergy x n v = μ * normSq x n v := by
    simpa only [gradEnergy, normSq, sq] using hm.2.2 v hm.1
  have hi := inverse_inequality hh hx (hS v hm.1)
  rw [e] at hi
  exact le_of_mul_le_mul_right hi hm.2.1

/-- If all elements have length at least `h > 0` and the nonzero time step obeys `3τ² < h²`,
the leapfrog amplitude of every piecewise-linear mode of positive eigenvalue stays bounded. -/
theorem leapfrog_bounded {x : ℕ → ℝ} {n : ℕ} {S : Set (ℝ → ℝ)} {v : ℝ → ℝ} {h μ τ : ℝ}
    {q : ℕ → ℝ} (hh : 0 < h) (hx : ∀ i < n, h ≤ x (i + 1) - x i)
    (hS : ∀ w ∈ S, IsPiecewiseLinear x n w) (hm : IsMode x n S μ v) (hμ : 0 < μ)
    (hτ : τ ≠ 0) (hstep : 3 * τ ^ 2 < h ^ 2) (hq : IsLeapfrog τ μ q) :
    ∃ C, ∀ k, q k ^ 2 ≤ C := by
  have hb := (le_div_iff₀ (by positivity)).1 (mode_eigenvalue_le hh hx hS hm)
  have hs0 : 0 < τ ^ 2 * μ := by positivity
  have hs4 : τ ^ 2 * μ < 4 := by
    have : τ ^ 2 * μ * h ^ 2 < 4 * h ^ 2 := by
      nlinarith [mul_le_mul_of_nonneg_left hb (sq_nonneg τ)]
    exact lt_of_mul_lt_mul_right this (sq_nonneg h)
  unfold IsLeapfrog at hq
  generalize τ ^ 2 * μ = s at hq hs0 hs4
  -- the leapfrog rule conserves a quadratic form, positive definite for 0 < s < 4
  have hE : ∀ k, q (k + 1) ^ 2 + q k ^ 2 - (2 - s) * q (k + 1) * q k =
      q 1 ^ 2 + q 0 ^ 2 - (2 - s) * q 1 * q 0 := by
    intro k
    induction k with
    | zero => rfl
    | succ k ih =>
      have r : q (k + 2) = (2 - s) * q (k + 1) - q k := by linear_combination hq k
      change q (k + 2) ^ 2 + q (k + 1) ^ 2 - (2 - s) * q (k + 2) * q (k + 1) = _
      rw [← ih, r]
      ring
  refine ⟨(q 1 ^ 2 + q 0 ^ 2 - (2 - s) * q 1 * q 0) / (s * (1 - s / 4)), fun k => ?_⟩
  rw [le_div_iff₀ (mul_pos hs0 (by linarith)), ← hE k]
  nlinarith [sq_nonneg (q (k + 1) - (1 - s / 2) * q k)]

/-- At `3τ² = h²`, `h ≠ 0`, the leapfrog rule for eigenvalue `12/h²` admits the linearly
growing amplitude `(-1)^k k`. -/
theorem leapfrog_limit_sharp {h τ : ℝ} (hh : h ≠ 0) (hτ : 3 * τ ^ 2 = h ^ 2) :
    IsLeapfrog τ (12 / h ^ 2) (fun k => (-1) ^ k * k) := by
  have hs : τ ^ 2 * (12 / h ^ 2) = 4 := by
    rw [← mul_div_assoc, div_eq_iff (pow_ne_zero 2 hh)]
    linarith
  intro k
  rw [hs]
  push_cast
  ring

end

end LinearElementInverseInequality
```

```lean
#print axioms LinearElementInverseInequality.inverse_inequality
#print axioms LinearElementInverseInequality.zigzag_attains
#print axioms LinearElementInverseInequality.leapfrog_bounded
#print axioms LinearElementInverseInequality.leapfrog_limit_sharp
```

```
'LinearElementInverseInequality.inverse_inequality' depends on axioms: [propext, Classical.choice, Quot.sound]
'LinearElementInverseInequality.zigzag_attains' depends on axioms: [propext, Classical.choice, Quot.sound]
'LinearElementInverseInequality.leapfrog_bounded' depends on axioms: [propext, Classical.choice, Quot.sound]
'LinearElementInverseInequality.leapfrog_limit_sharp' depends on axioms: [propext, Classical.choice, Quot.sound]
```

## What the definitions say

`IsPiecewiseLinear` asks for an affine formula on each closed element, so neighbouring pieces agree at their shared node. `gradEnergy` and `normSq` are true integrals; `deriv v` may fail to be the slope at nodes, which have measure zero.

In `IsMode`, the trial set `S` encodes boundary conditions such as fixed, free or periodic ends; there is no potential, variable coefficient or boundary energy. `IsLeapfrog` describes one amplitude, not a full wave field. The condition `0 < μ` excludes the constant mode, whose amplitude can drift linearly. `zigzag_attains` concerns the two integrals and does not state that the zigzag is a Galerkin mode.

## How the argument is assembled

`element_integrals` replaces the derivative by its slope almost everywhere and integrates $v^2$ through an antiderivative. `mesh_integrals` joins the elements. In `element_estimate`, `field_simp` and `ring` verify the two-term identity above; `inverse_inequality` sums it.

For `equality_iff`, the key Mathlib lemma is `sum_eq_sum_iff_of_le`: when each term of one finite sum is at most the corresponding term of another, the sums are equal exactly when all the terms are. This turns one global equation into a condition on every element. Induction then carries the common modulus from node to node.

`zigzag_attains` checks the nodal values and applies this criterion. `mode_eigenvalue_le` tests the mode with itself. `leapfrog_bounded` proves conservation of $E_k$ by induction and gives `nlinarith` the completed square; `leapfrog_limit_sharp` substitutes the growing sequence.
